# Among vectors orthogonal to a ground state, the minimisers of the Hylleraas functional are the solutions of the first-order equation

The theorem `hylleraas_minimum_iff` concerns a unit vector ψ with Hψ = Eψ, where H is a symmetric linear operator on a complex inner product space, E is real and H − E is positive semidefinite, so that ψ is a ground state. For any linear operator V, it says that a vector u orthogonal to ψ solves the first-order equation (H − E)u = −QVψ, with Q = 1 − |ψ⟩⟨ψ|, exactly when u minimises J(v) = ⟨v, (H − E)v⟩ + 2 Re⟨v, Vψ⟩ among all v orthogonal to ψ. It does not claim that such a u exists. From the equation to the minimum, the proof uses the identity J(v) − J(u) = ⟨v − u, (H − E)(v − u)⟩, whose right-hand side is not negative. For the converse it takes the residual r = (H − E)u + QVψ, shows that r is orthogonal to ψ, and compares J at u and at u + tr for every real t, which forces r = 0.

An attempt in Lean 4 with a fault in it:

```lean
import Mathlib

open scoped InnerProductSpace

namespace HylleraasMinimumIff

noncomputable section

variable {F : Type*} [NormedAddCommGroup F] [InnerProductSpace ℂ F]

/-- The Hamiltonian measured from the energy `E`, that is `H - E`. -/
def shifted (H : F →ₗ[ℂ] F) (E : ℝ) : F →ₗ[ℂ] F := H - (E : ℂ) • LinearMap.id

/-- The map `Q = 1 - |ψ⟩⟨ψ|`, applied to `x`. -/
def offState (ψ x : F) : F := x - ⟪ψ, x⟫_ℂ • ψ

/-- The Hylleraas functional `J(v) = ⟨v, (H - E) v⟩ + 2 Re ⟨v, V ψ⟩`. -/
def hylleraas (H V : F →ₗ[ℂ] F) (E : ℝ) (ψ v : F) : ℝ :=
  (⟪v, shifted H E v⟫_ℂ).re + 2 * (⟪v, V ψ⟫_ℂ).re

/-- The real part of an overlap does not depend on the order of the two states. -/
theorem re_inner_comm (x y : F) : (⟪x, y⟫_ℂ).re = (⟪y, x⟫_ℂ).re := by
  rw [← inner_conj_symm x y, Complex.conj_re]

/-- For symmetric `H` and real `E`, the operator `H - E` is symmetric. -/
theorem shifted_symmetric {H : F →ₗ[ℂ] F} (hH : H.IsSymmetric) (E : ℝ) (x y : F) :
    ⟪shifted H E x, y⟫_ℂ = ⟪x, shifted H E y⟫_ℂ := by
  simp only [shifted, LinearMap.sub_apply, LinearMap.smul_apply, LinearMap.id_apply,
    inner_sub_left, inner_sub_right, inner_smul_left, inner_smul_right,
    Complex.conj_ofReal, hH x y]

/-- Exact expansion of the Hylleraas functional about `u`, for symmetric `H`:
a linear term with the vector `(H - E) u + V ψ`, and a quadratic term. -/
theorem hylleraas_add {H : F →ₗ[ℂ] F} (hH : H.IsSymmetric) (V : F →ₗ[ℂ] F) (E : ℝ)
    (ψ u w : F) :
    hylleraas H V E ψ (u + w) = hylleraas H V E ψ u + (⟪w, shifted H E w⟫_ℂ).re
      + 2 * (⟪w, shifted H E u + V ψ⟫_ℂ).re := by
  have h : (⟪u, shifted H E w⟫_ℂ).re = (⟪w, shifted H E u⟫_ℂ).re := by
    rw [← shifted_symmetric hH, re_inner_comm]
  simp only [hylleraas, map_add, inner_add_left, inner_add_right, Complex.add_re, h]
  ring

/-- Let `H` be symmetric and let `u ⟂ ψ` solve `(H - E) u = -Q V ψ`. For a trial `v ⟂ ψ`, the
error of the functional is quadratic: `J(v) - J(u) = ⟨v - u, (H - E)(v - u)⟩`. -/
theorem hylleraas_sub_eq {H V : F →ₗ[ℂ] F} (hH : H.IsSymmetric) {E : ℝ} {ψ u v : F}
    (hu0 : ⟪ψ, u⟫_ℂ = 0) (hu : shifted H E u = -offState ψ (V ψ)) (hv0 : ⟪ψ, v⟫_ℂ = 0) :
    hylleraas H V E ψ v - hylleraas H V E ψ u
      = (⟪v - u, shifted H E (v - u)⟫_ℂ).re := by
  have h := hylleraas_add hH V E ψ u (v - u)
  -- the linear term is an overlap with a multiple of ψ
  have hlin : shifted H E u + V ψ = ⟪ψ, V ψ⟫_ℂ • ψ := by
    rw [hu, offState]; abel
  have hperp : ⟪v - u, ψ⟫_ℂ = 0 := by
    rw [inner_sub_left, inner_eq_zero_symm.mp hv0, inner_eq_zero_symm.mp hu0, sub_zero]
  rw [add_sub_cancel, hlin, inner_smul_right, hperp, mul_zero, Complex.zero_re] at h
  linarith

/-- Hylleraas variational principle. Let `H` be symmetric with `H - E` positive semidefinite and
`ψ` a unit vector with `H ψ = E ψ`. A vector `u ⟂ ψ` solves `(H - E) u = -Q V ψ` exactly when it
minimises `J` among all vectors orthogonal to `ψ`. -/
theorem hylleraas_minimum_iff {H : F →ₗ[ℂ] F} (V : F →ₗ[ℂ] F) (hH : H.IsSymmetric) {E : ℝ}
    (hpos : ∀ x, 0 ≤ (⟪x, shifted H E x⟫_ℂ).re) {ψ u : F} (hn : ‖ψ‖ = 1)
    (hψ : H ψ = (E : ℂ) • ψ) (hu0 : ⟪ψ, u⟫_ℂ = 0) :
    shifted H E u = -offState ψ (V ψ) ↔
      ∀ v, ⟪ψ, v⟫_ℂ = 0 → hylleraas H V E ψ u ≤ hylleraas H V E ψ v := by
  constructor
  · intro hu v hv0
    linarith [hylleraas_sub_eq hH hu0 hu hv0, hpos (v - u)]
  · intro hmin
    -- r is the residual of the response equation
    obtain ⟨r, hr⟩ : ∃ r, r = shifted H E u + offState ψ (V ψ) := ⟨_, rfl⟩
    have hAψ : shifted H E ψ = 0 := by simp [shifted, hψ]
    have hψψ : ⟪ψ, ψ⟫_ℂ = 1 := by
      rw [inner_self_eq_norm_sq_to_K, hn]; simp
    have hr0 : ⟪ψ, r⟫_ℂ = 0 := by
      rw [hr, inner_add_right, ← shifted_symmetric hH E ψ u, hAψ, inner_zero_left]
      simp [offState, inner_sub_right, inner_smul_right, hψψ]
    have hrr : ⟪r, shifted H E u + V ψ⟫_ℂ = ⟪r, r⟫_ℂ := by
      have h : shifted H E u + V ψ = r + ⟪ψ, V ψ⟫_ℂ • ψ := by
        rw [hr, offState]; abel
      rw [h, inner_add_right, inner_smul_right, inner_eq_zero_symm.mp hr0, mul_zero, add_zero]
    -- a step of length t along r cannot lower J
    have hquad : ∀ t : ℝ, 0 ≤ (⟪r, shifted H E r⟫_ℂ).re * (t * t)
        + (2 * (⟪r, r⟫_ℂ).re) * t + 0 := by
      intro t
      have h1 := hmin (u + (t : ℂ) • r) (by
        rw [inner_add_right, inner_smul_right, hu0, hr0, mul_zero, add_zero])
      rw [hylleraas_add hH] at h1
      simp only [map_smul, inner_smul_left, inner_smul_right, Complex.conj_ofReal,
        Complex.re_ofReal_mul, hrr] at h1
      linarith
    have hd := discrim_le_zero hquad
    have hnorm : (⟪r, r⟫_ℂ).re = ‖r‖ ^ 2 := inner_self_eq_norm_sq (𝕜 := ℂ) r
    rw [discrim, hnorm] at hd
    have h4 : (‖r‖ ^ 2) ^ 2 = 0 := le_antisymm (by linarith) (sq_nonneg _)
    have hrz : r = 0 := norm_eq_zero.mp (pow_eq_zero_iff two_ne_zero |>.mp
      (pow_eq_zero_iff two_ne_zero |>.mp h4))
    exact eq_neg_of_add_eq_zero_left (hr.symm.trans hrz)

end

end HylleraasMinimumIff
```

Compiling this gives:

```
Main.lean:75:31: error: unsolved goals
F : Type u_1
inst✝¹ : NormedAddCommGroup F
inst✝ : InnerProductSpace ℂ F
H V : F →ₗ[ℂ] F
hH : H.IsSymmetric
E : ℝ
hpos : ∀ (x : F), 0 ≤ (⟪x, (shifted H E) x⟫_ℂ).re
ψ u : F
hn : ‖ψ‖ = 1
hψ : H ψ = ↑E • ψ
hu0 : ⟪ψ, u⟫_ℂ = 0
hmin : ∀ (v : F), ⟪ψ, v⟫_ℂ = 0 → hylleraas H V E ψ u ≤ hylleraas H V E ψ v
r : F
hr : r = (shifted H E) u + offState ψ (V ψ)
hAψ : (shifted H E) ψ = 0
hψψ : ⟪ψ, ψ⟫_ℂ = 1
⊢ ⟪ψ, V ψ⟫_ℂ - ⟪ψ, V ψ⟫_ℂ * ↑‖ψ‖ ^ 2 = 0
Main.lean:77:57: warning: This simp argument is unused:
  hψψ

Hint: Omit it from the simp argument list.
  [apply] simp [offState, inner_sub_right, inner_smul_right]

Note: This linter can be disabled with `set_option linter.unusedSimpArgs false`
```

The error lies in the proof of `hr0`, that the residual is orthogonal to ψ. What remains to be shown there is that ⟨ψ, QVψ⟩ vanishes, which needs ⟨ψ, ψ⟩ = 1. That fact was given to `simp` as `hψψ`, but Mathlib's simp lemma `inner_self_eq_norm_sq_to_K` first turned `⟪ψ, ψ⟫_ℂ` into `↑‖ψ‖ ^ 2`. After that `hψψ` had nothing to match, which is why the warning calls it unused. `simp` had not been given `hn`, which says that the norm is 1, so the factor `↑‖ψ‖ ^ 2` stayed in the unsolved goal.

The repair replaces `simp` by further steps in the `rw`. These expand `offState` and the inner product, and apply `hψψ` while `⟪ψ, ψ⟫_ℂ` is still in the goal. Then `mul_one`, `sub_self` and `add_zero` reduce the goal to `0 = 0`, which `rw` closes by itself.

The reworded comment has no bearing on the error. It corrects the description of the step tr, whose length is |t|‖r‖ and not t.

Fix (accepted with no message):

```diff
@@ -74,11 +74,11 @@
       rw [inner_self_eq_norm_sq_to_K, hn]; simp
     have hr0 : ⟪ψ, r⟫_ℂ = 0 := by
-      rw [hr, inner_add_right, ← shifted_symmetric hH E ψ u, hAψ, inner_zero_left]
-      simp [offState, inner_sub_right, inner_smul_right, hψψ]
+      rw [hr, inner_add_right, ← shifted_symmetric hH E ψ u, hAψ, inner_zero_left,
+        offState, inner_sub_right, inner_smul_right, hψψ, mul_one, sub_self, add_zero]
     have hrr : ⟪r, shifted H E u + V ψ⟫_ℂ = ⟪r, r⟫_ℂ := by
       have h : shifted H E u + V ψ = r + ⟪ψ, V ψ⟫_ℂ • ψ := by
         rw [hr, offState]; abel
       rw [h, inner_add_right, inner_smul_right, inner_eq_zero_symm.mp hr0, mul_zero, add_zero]
-    -- a step of length t along r cannot lower J
+    -- moving from u to u + t r cannot lower J
     have hquad : ∀ t : ℝ, 0 ≤ (⟪r, shifted H E r⟫_ℂ).re * (t * t)
         + (2 * (⟪r, r⟫_ℂ).re) * t + 0 := by
```
